# The field of a two-point exchange hole that shifts with the electron by a logistic weight has nonzero curl off the axis and the midplane

To find out whether the field of an exchange hole in a diatomic molecule is the gradient of a potential, I replace the hole by two point charges at (1, 0) and (−1, 0). Their weights depend on where the electron is: s(x) = 1/(1 + exp(−4x)) on the right and 1 − s(x) on the left. Each point charge has a conservative field, and the weights add up to one everywhere. The hole also has a perfectly good Slater potential, the weighted sum of the two Coulomb potentials. Why, then, shouldn't the weighted sum of the two fields be the gradient of something, if not of the Slater potential itself?

## The slope of the weight leaves a curl

The weights add up to one, but they change as the electron moves, and their slope enters the curl. Put the centres at (±d, 0) and let

s(x) = 1/(1 + exp(−kx)).

The constant k sets how abruptly the hole passes from one atom to the other: for k ≠ 0, over a distance of order 1/|k|. Your case is k = 4, d = 1.

For a centre at (c, 0), write R = (x − c)² + y². Its inverse distance φ and its attractive field (X, Y) are

φ = R^(−1/2), X = −(x − c) R^(−3/2), Y = −y R^(−3/2).

Off the axis, where y ≠ 0, R is positive and the chain rule gives, for any real power p,

∂(R^p)/∂x = 2p (x − c) R^(p−1), ∂(R^p)/∂y = 2p y R^(p−1).

With p = −1/2 this says that (X, Y) is the gradient of φ. With p = −3/2 it gives

∂Y/∂x = 3(x − c) y R^(−5/2) = ∂X/∂y,

so a single centre has no curl.

Now label the centres at +d and −d by subscripts + and −. The hole field is

Ex = s X₊ + (1 − s) X₋, Ey = s Y₊ + (1 − s) Y₋.

Since 1 − s = exp(−kx)/(1 + exp(−kx)), the slope of the weight is

s′ = k exp(−kx)/(1 + exp(−kx))² = k s (1 − s).

The weight depends on x alone, so it is differentiated in only one of the two cross derivatives:

∂Ey/∂x = s′ (Y₊ − Y₋) + s ∂Y₊/∂x + (1 − s) ∂Y₋/∂x

∂Ex/∂y = s ∂X₊/∂y + (1 − s) ∂X₋/∂y.

The single-centre terms cancel on subtraction, which leaves

∂Ey/∂x − ∂Ex/∂y = k s (1 − s) (Y₊ − Y₋).

Because 0 < s < 1, the factor in front is nonzero when k ≠ 0. For y ≠ 0, Y₊ = Y₋ requires equal distances to the centres, (x − d)² = (x + d)², that is 4dx = 0. With d ≠ 0, the curl therefore vanishes off the axis exactly on the midplane x = 0.

If k = 0, the weight is 1/2 everywhere, the hole no longer follows the electron, and the formula gives zero curl at every point off the axis. Your intuition is right for that static hole.

## The Slater potential and any other candidate

The Slater construction uses the weighted sum

W = s φ₊ + (1 − s) φ₋,

up to the sign that turns it into an energy. Its y-derivative is Ey, but its x-derivative is Ex + s′(φ₊ − φ₋).

Let k and d be nonzero, and suppose that some other function v had (Ex, Ey) as its gradient near a point (x₀, y₀) with both coordinates nonzero. Take a small square around that point which stays off the axis, and set u = v − W. Then

∂u/∂y = Ey − Ey = 0, ∂u/∂x = −s′ (φ₊ − φ₋).

The first equation makes u independent of y in the square, so ∂u/∂x at x₀ is independent of y too. As s′(x₀) ≠ 0, the difference φ₊ − φ₋ at x₀ is constant in y. Its y-derivative at y₀ is Y₊ − Y₋, which must then be zero. That forces x₀ = 0, a contradiction.

In electronic structure, a local exchange potential can be defined as the work done in the field of the exchange hole; for this hole of two point charges with a prescribed weight, no such potential exists near the points considered.

## What the theorems say about the hole

In the Lean code below, `switch k x` is the weight s, `centrePotential c x y` is φ, and `centreX` and `centreY` are the components of one centre's field. `holeX` and `holeY` are Ex and Ey, and `holeCurl` is ∂Ey/∂x − ∂Ex/∂y. All quantities are real numbers in units where each full point charge has strength one. The plane contains the molecular axis, and the inverse-square law is that of three dimensions.

The sign convention differs from the usual one for an energy: a potential here is a function whose gradient is the field, without a minus sign. The electron's potential energy in the field of one centre is thus −φ.

`cross_derivatives_ne` is your case: for k = 4 and d = 1, the cross derivatives differ whenever x and y are nonzero. Positive distances need no separate assumption, because y ≠ 0 already keeps the point away from both centres. `holeCurl_eq_zero_iff` treats all nonzero k and d and says that, off the axis, the curl is zero if and only if x = 0.

`no_local_potential` takes an arbitrary function `v` of two real variables. The expression `∀ᶠ p in 𝓝 (x₀, y₀)` means "for all points p in some neighbourhood of (x₀, y₀)", and the two `HasDerivAt` clauses say that the partial derivatives of `v` are Ex and Ey there. The theorem denies that this can happen when k, d, x₀ and y₀ are all nonzero.

The step left to physics is the replacement of a molecule's extended hole, computed from its orbitals, by two point charges whose weights depend on x alone.

```lean
import Mathlib

open Topology

namespace TwoCentreHoleField

noncomputable section

/-- The smooth weight `1 / (1 + exp (-k x))` that switches between the two centres. -/
def switch (k x : ℝ) : ℝ := 1 / (1 + Real.exp (-(k * x)))

/-- The inverse distance from `(x, y)` to the centre `(c, 0)`, for points away from that centre. -/
def centrePotential (c x y : ℝ) : ℝ := ((x - c) ^ 2 + y ^ 2) ^ (-(1 / 2) : ℝ)

/-- The `x`-component of the attractive inverse-square field of a centre at `(c, 0)`,
for points away from that centre. -/
def centreX (c x y : ℝ) : ℝ := -(x - c) * ((x - c) ^ 2 + y ^ 2) ^ (-(3 / 2) : ℝ)

/-- The `y`-component of the attractive inverse-square field of a centre at `(c, 0)`,
for points away from that centre. -/
def centreY (c x y : ℝ) : ℝ := -y * ((x - c) ^ 2 + y ^ 2) ^ (-(3 / 2) : ℝ)

/-- The `x`-component of the two-centre hole field, for points away from the centres `(±d, 0)`. -/
def holeX (k d x y : ℝ) : ℝ :=
  switch k x * centreX d x y + (1 - switch k x) * centreX (-d) x y

/-- The `y`-component of the two-centre hole field, for points away from the centres `(±d, 0)`. -/
def holeY (k d x y : ℝ) : ℝ :=
  switch k x * centreY d x y + (1 - switch k x) * centreY (-d) x y

/-- The curl `∂Ey/∂x - ∂Ex/∂y` of the hole field, for points away from the centres `(±d, 0)`. -/
def holeCurl (k d x y : ℝ) : ℝ :=
  deriv (fun t => holeY k d t y) x - deriv (fun t => holeX k d x t) y

/-- The weight lies strictly between 0 and 1, and its slope is `k s (1 - s)`. -/
theorem switch_slope (k x : ℝ) : 0 < switch k x ∧ switch k x < 1 ∧
    HasDerivAt (switch k) (k * switch k x * (1 - switch k x)) x := by
  have he := Real.exp_pos (-(k * x))
  have hp : 1 + Real.exp (-(k * x)) ≠ 0 := by positivity
  refine ⟨by unfold switch; positivity, ?_, ?_⟩
  · unfold switch
    rw [div_lt_one (by positivity)]
    linarith
  · have h0 : HasDerivAt (fun t : ℝ => -(k * t)) (-k) x := by
      simpa using ((hasDerivAt_id' x).const_mul k).fun_neg
    change HasDerivAt (fun t => 1 / (1 + Real.exp (-(k * t)))) _ x
    refine ((hasDerivAt_const x (1 : ℝ)).fun_div (h0.exp.const_add 1) hp).congr_deriv ?_
    unfold switch
    field_simp
    ring

/-- Off the axis, the two partial derivatives of any real power `p` of the squared distance
to a centre. -/
theorem distance_power_deriv (p c x : ℝ) {y : ℝ} (hy : y ≠ 0) :
    HasDerivAt (fun t => ((t - c) ^ 2 + y ^ 2) ^ p)
      (2 * p * (x - c) * ((x - c) ^ 2 + y ^ 2) ^ (p - 1)) x ∧
    HasDerivAt (fun t => ((x - c) ^ 2 + t ^ 2) ^ p)
      (2 * p * y * ((x - c) ^ 2 + y ^ 2) ^ (p - 1)) y := by
  have hR : (x - c) ^ 2 + y ^ 2 ≠ 0 := by positivity
  have h1 : HasDerivAt (fun t : ℝ => (t - c) ^ 2 + y ^ 2) (2 * (x - c)) x := by
    simpa using (((hasDerivAt_id' x).sub_const c).fun_pow 2).add_const (y ^ 2)
  have h2 : HasDerivAt (fun t : ℝ => (x - c) ^ 2 + t ^ 2) (2 * y) y := by
    simpa using ((hasDerivAt_id' y).fun_pow 2).const_add ((x - c) ^ 2)
  exact ⟨(h1.rpow_const (Or.inl hR)).congr_deriv (by ring),
    (h2.rpow_const (Or.inl hR)).congr_deriv (by ring)⟩

/-- Off the axis, the field of a single centre is the gradient of its inverse distance. -/
theorem centre_gradient (c x : ℝ) {y : ℝ} (hy : y ≠ 0) :
    HasDerivAt (fun t => centrePotential c t y) (centreX c x y) x ∧
    HasDerivAt (fun t => centrePotential c x t) (centreY c x y) y := by
  have h := distance_power_deriv (-(1 / 2)) c x hy
  rw [show (-(1 / 2) : ℝ) - 1 = -(3 / 2) by norm_num] at h
  exact ⟨h.1.congr_deriv (by unfold centreX; ring), h.2.congr_deriv (by unfold centreY; ring)⟩

/-- Off the axis, the cross derivatives `∂Ey/∂x` and `∂Ex/∂y` of a single centre's field
have the same value. -/
theorem centre_curl_free (c x : ℝ) {y : ℝ} (hy : y ≠ 0) :
    HasDerivAt (fun t => centreY c t y)
      (3 * (x - c) * y * ((x - c) ^ 2 + y ^ 2) ^ (-(3 / 2) - 1 : ℝ)) x ∧
    HasDerivAt (fun t => centreX c x t)
      (3 * (x - c) * y * ((x - c) ^ 2 + y ^ 2) ^ (-(3 / 2) - 1 : ℝ)) y := by
  have h := distance_power_deriv (-(3 / 2)) c x hy
  exact ⟨(h.1.const_mul (-y)).congr_deriv (by ring),
    (h.2.const_mul (-(x - c))).congr_deriv (by ring)⟩

/-- Off the axis, two distinct centres at `(±d, 0)` pull equally in the `y`-direction exactly
on the midplane. -/
theorem centreY_eq_iff {d y : ℝ} (x : ℝ) (hd : d ≠ 0) (hy : y ≠ 0) :
    centreY d x y = centreY (-d) x y ↔ x = 0 := by
  unfold centreY
  constructor
  · intro h
    have h' := mul_left_cancel₀ (neg_ne_zero.2 hy) h
    rw [Real.rpow_left_inj (by positivity) (by positivity) (by norm_num)] at h'
    have hdx : d * x = 0 := by linear_combination (-1 / 4) * h'
    exact (mul_eq_zero.1 hdx).resolve_left hd
  · rintro rfl
    rw [show ((0 : ℝ) - d) ^ 2 = (0 - -d) ^ 2 by ring]

/-- Off the axis, the curl of the hole field is the slope of the weight times the difference
of the `y`-components of the two centre fields. -/
theorem holeCurl_eq (k d x : ℝ) {y : ℝ} (hy : y ≠ 0) :
    holeCurl k d x y =
      k * switch k x * (1 - switch k x) * (centreY d x y - centreY (-d) x y) := by
  have hs := (switch_slope k x).2.2
  have h1 := centre_curl_free d x hy
  have h2 := centre_curl_free (-d) x hy
  have hY : HasDerivAt (fun t => holeY k d t y) _ x :=
    (hs.fun_mul h1.1).fun_add ((hs.const_sub 1).fun_mul h2.1)
  have hX : HasDerivAt (fun t => holeX k d x t) _ y :=
    (h1.2.const_mul (switch k x)).fun_add (h2.2.const_mul (1 - switch k x))
  unfold holeCurl
  rw [hY.deriv, hX.deriv]
  ring

/-- For distinct centres and a non-constant weight, the curl of the hole field at a point off
the axis vanishes exactly when the point lies on the midplane. -/
theorem holeCurl_eq_zero_iff {k d y : ℝ} (x : ℝ) (hk : k ≠ 0) (hd : d ≠ 0) (hy : y ≠ 0) :
    holeCurl k d x y = 0 ↔ x = 0 := by
  obtain ⟨h0, h1, -⟩ := switch_slope k x
  have hs : k * switch k x * (1 - switch k x) ≠ 0 :=
    mul_ne_zero (mul_ne_zero hk h0.ne') (sub_pos.2 h1).ne'
  rw [holeCurl_eq k d x hy, mul_eq_zero, or_iff_right hs, sub_eq_zero, centreY_eq_iff x hd hy]

/-- For centres at `(±1, 0)` and weight `1 / (1 + exp (-4x))`, the cross derivatives of the
hole field differ wherever `x` and `y` are both nonzero. -/
theorem cross_derivatives_ne {x y : ℝ} (hx : x ≠ 0) (hy : y ≠ 0) :
    deriv (fun t => holeY 4 1 t y) x ≠ deriv (fun t => holeX 4 1 x t) y :=
  sub_ne_zero.1 (mt (holeCurl_eq_zero_iff x four_ne_zero one_ne_zero hy).1 hx)

/-- For distinct centres and a non-constant weight, no function has the hole field as its
gradient throughout a neighbourhood of a point off both the axis and the midplane. -/
theorem no_local_potential {k d x₀ y₀ : ℝ} (hk : k ≠ 0) (hd : d ≠ 0)
    (hx₀ : x₀ ≠ 0) (hy₀ : y₀ ≠ 0) (v : ℝ → ℝ → ℝ) :
    ¬ ∀ᶠ p : ℝ × ℝ in 𝓝 (x₀, y₀),
      HasDerivAt (fun t => v t p.2) (holeX k d p.1 p.2) p.1 ∧
      HasDerivAt (fun t => v p.1 t) (holeY k d p.1 p.2) p.2 := by
  intro h
  have hne : ∀ᶠ p : ℝ × ℝ in 𝓝 (x₀, y₀), p.2 ≠ 0 :=
    continuous_snd.continuousAt.eventually_ne hy₀
  obtain ⟨ε, hε, hb'⟩ := Metric.eventually_nhds_iff.1 (h.and hne)
  have hb := fun (x y : ℝ) (hx : dist x x₀ < ε) (hy : dist y y₀ < ε) =>
    @hb' (x, y) (by rw [Prod.dist_eq]; exact max_lt hx hy)
  have hxx : dist x₀ x₀ < ε := by rwa [dist_self]
  have hyy : dist y₀ y₀ < ε := by rwa [dist_self]
  -- subtract the weighted centre potentials; the remainder u does not depend on y
  obtain ⟨u, hu⟩ : ∃ u : ℝ → ℝ → ℝ, u = fun x y => v x y -
    (switch k x * centrePotential d x y + (1 - switch k x) * centrePotential (-d) x y) :=
    ⟨_, rfl⟩
  have huy : ∀ x y, dist x x₀ < ε → dist y y₀ < ε → HasDerivAt (u x) 0 y := by
    intro x y hx hy
    obtain ⟨⟨-, hv⟩, hn⟩ := hb x y hx hy
    rw [hu]
    exact (hv.fun_sub (((centre_gradient d x hn).2.const_mul (switch k x)).fun_add
      ((centre_gradient (-d) x hn).2.const_mul (1 - switch k x)))).congr_deriv
      (by simp only [holeY]; ring)
  have hconst : ∀ x y, dist x x₀ < ε → dist y y₀ < ε → u x y = u x y₀ := by
    intro x y hx hy
    have hc := (convex_ball y₀ ε).norm_image_sub_le_of_norm_hasDerivWithin_le
      (f := u x) (f' := fun _ => 0) (C := 0)
      (fun z hz => (huy x z hx hz).hasDerivWithinAt) (fun _ _ => by simp)
      (Metric.mem_ball_self hε) (Metric.mem_ball.2 hy)
    exact sub_eq_zero.1 (norm_le_zero_iff.1 (hc.trans_eq (zero_mul _)))
  obtain ⟨h0, h1, hs⟩ := switch_slope k x₀
  have hux : ∀ y, dist y y₀ < ε → HasDerivAt (fun t => u t y)
      (-(k * switch k x₀ * (1 - switch k x₀)) *
        (centrePotential d x₀ y - centrePotential (-d) x₀ y)) x₀ := by
    intro y hy
    obtain ⟨⟨hv, -⟩, hn⟩ := hb x₀ y hxx hy
    rw [hu]
    exact (hv.fun_sub ((hs.fun_mul (centre_gradient d x₀ hn).1).fun_add
      ((hs.const_sub 1).fun_mul (centre_gradient (-d) x₀ hn).1))).congr_deriv
      (by simp only [holeX]; ring)
  have hs0 : -(k * switch k x₀ * (1 - switch k x₀)) ≠ 0 :=
    neg_ne_zero.2 (mul_ne_zero (mul_ne_zero hk h0.ne') (sub_pos.2 h1).ne')
  -- hence the difference of the centre potentials is constant in y, which forces x₀ = 0
  have hg : (fun y => centrePotential d x₀ y - centrePotential (-d) x₀ y) =ᶠ[𝓝 y₀]
      fun _ => centrePotential d x₀ y₀ - centrePotential (-d) x₀ y₀ := by
    filter_upwards [Metric.ball_mem_nhds y₀ hε] with y hy
    have heq : (fun t => u t y) =ᶠ[𝓝 x₀] fun t => u t y₀ := by
      filter_upwards [Metric.ball_mem_nhds x₀ hε] with t ht
      exact hconst t y ht hy
    exact mul_left_cancel₀ hs0 ((hux y hy).unique ((hux y₀ hyy).congr_of_eventuallyEq heq))
  have hz := ((centre_gradient d x₀ hy₀).2.fun_sub (centre_gradient (-d) x₀ hy₀).2).unique
    ((hasDerivAt_const y₀ _).congr_of_eventuallyEq hg)
  exact hx₀ ((centreY_eq_iff x₀ hd hy₀).1 (sub_eq_zero.1 hz))

end

end TwoCentreHoleField
```

```lean
#print axioms TwoCentreHoleField.holeCurl_eq_zero_iff
#print axioms TwoCentreHoleField.cross_derivatives_ne
#print axioms TwoCentreHoleField.no_local_potential
```

```
'TwoCentreHoleField.holeCurl_eq_zero_iff' depends on axioms: [propext, Classical.choice, Quot.sound]
'TwoCentreHoleField.cross_derivatives_ne' depends on axioms: [propext, Classical.choice, Quot.sound]
'TwoCentreHoleField.no_local_potential' depends on axioms: [propext, Classical.choice, Quot.sound]
```

## From the product rule to the missing potential

`switch_slope` proves the bounds on s and the formula for s′. It applies the quotient rule, and `field_simp` and `ring` then identify the result with k s (1 − s). `distance_power_deriv` is the chain rule for R^p, where `positivity` uses y ≠ 0 to show that R is nonzero. Setting p to −1/2 gives `centre_gradient`, and setting it to −3/2 gives `centre_curl_free`.

`centreY_eq_iff` compares the two vertical pulls. It cancels −y, then uses `Real.rpow_left_inj` to pass from equal powers to equal squared distances. The `linear_combination` step extracts d x = 0 from that equality.

In `holeCurl_eq`, `hY` and `hX` are the two product-rule expansions above, and the final `ring` cancels the single-centre terms. Lean's `deriv` returns zero where a derivative fails to exist, but these two facts establish that both derivatives exist off the axis. `holeCurl_eq_zero_iff` removes the nonzero factor k s (1 − s) and applies the comparison of the pulls; `cross_derivatives_ne` inserts the numbers 4 and 1.

The proof of `no_local_potential` first extracts ε, the half-width of the square. There `huy` shows that u has zero y-derivative, and `hconst` deduces that u is constant in y from a mean value bound with constant zero. `hux` computes the x-derivative of u at x₀. Since a function has only one derivative at a point, comparing these values at y and y₀ gives `hg`, the constancy of φ₊ − φ₋. A second use of uniqueness, now for the y-derivative at y₀, gives `hz`, and `centreY_eq_iff` turns it into x₀ = 0. The argument uses only the two partial derivatives of `v` and never exchanges the order of mixed derivatives.
